# The logarithmic stretch of a shear, averaged over a uniform phase, is ½ ln(1 + κ²/4)

For real κ, let S(κ) = [[1, κ], [0, 1]] act on the unit vector (cos θ, sin θ), and let ⟨·⟩ be the average over θ uniform in [0, 2π]. Then

⟨ln |S(κ)(cos θ, sin θ)|⟩ = ½ ln(1 + κ²/4),

and the ratio of this average to κ²/8 tends to 1 as κ → 0 with κ ≠ 0. More generally, for every real 2×2 matrix A with det A ≠ 0,

⟨ln |A(cos θ, sin θ)|⟩ = ½ ln((Σ Aᵢⱼ² + 2|det A|)/4).

In a one-dimensional harmonic chain with nearest-neighbour springs, at a frequency inside the host band, a site with a mass defect acts on suitable phase coordinates as this shear followed by a rotation. For a given frequency, κ is proportional to the mass difference.

## Use in transfer-matrix codes

A transfer-matrix code for vibrational localisation can add up the logarithm of the amplitude ratio site by site. For a one-dimensional harmonic chain with nearest-neighbour springs, a frequency inside the host band and a phase taken as uniform at the defect, the formula gives the expected contribution of that defect.

It also provides a test of a single-site routine: apply the step to unit vectors at many equally spaced phases, average the logarithms of the output amplitudes, and compare with ½ ln(1 + κ²/4). If the input vectors are not normalised, the logarithm of the input amplitude must be subtracted. The amplitude is the Euclidean norm in the phase coordinates defined below; the norm of the raw displacement pair (u₀, u₁) generally gives a different one-step average.

## A mass defect as a shear followed by a rotation

Let K be the spring constant, m the host mass and m + δ the mass at one site. At frequency ω, let u₁ be the displacement amplitude there and u₀, u₂ those of its neighbours. Newton's equation is

−(m + δ)ω² u₁ = K(u₂ + u₀ − 2u₁).

The host wave number q satisfies mω² = 2K(1 − cos q), and we assume sin q ≠ 0. Substituting this and solving for u₂ gives

u₂ = 2u₁ cos q − u₀ + κ u₁ sin q, with κ = −δω²/(K sin q).

Take the phase coordinates x = u₁ cos q − u₀ and y = u₁ sin q. The shear sends (x, y) to (x + κy, y), and x + κy = u₂ − u₁ cos q. Rotating through q then gives

cos q (u₂ − u₁ cos q) − u₁ sin² q = u₂ cos q − u₁,

sin q (u₂ − u₁ cos q) + u₁ sin q cos q = u₂ sin q.

These are the phase coordinates of the next pair, (u₁, u₂). The rotation preserves the norm, so only the shear changes the amplitude.

## The phase average

Write A = [[a, b], [c, d]], D = ad − bc and Σ = a² + b² + c² + d², and take D > 0 first. With z = cos θ + i sin θ, the image vector, read as a complex number, is

v = αz + β/z,

α = ((a + d) + i(c − b))/2, β = ((a − d) + i(c + b))/2.

Expanding the squares gives

|α|² = (Σ + 2D)/4, |β|² = (Σ − 2D)/4.

Hence |β| < |α|. Choose w with w² = −β/α, so that |w| < 1. Since |z| = 1,

|v| = |zv| = |αz² + β| = |α| |z − w| |z + w|.

The last two factors contribute nothing to the average of the logarithm. On the unit circle |z − w| = |1 − w/z|, and

ln |1 − w/z| = −Re Σₙ (w/z)ⁿ/n, n = 1, 2, 3, …

This series converges uniformly in θ because |w| < 1, and each term averages to zero. The same holds for −w. What remains is

⟨ln |v|⟩ = ln |α| = ½ ln((Σ + 2D)/4).

If D < 0, reverse the sign of the second row. Amplitudes and Σ stay the same while D becomes |D|.

For the shear, Σ = 2 + κ² and D = 1, which gives ½ ln(1 + κ²/4).

## The weak-defect limit

Put X = 1 + κ²/4 with κ ≠ 0. The ratio of the average to κ²/8 is ln X/(X − 1). From 1 − 1/X ≤ ln X ≤ X − 1 it follows that

1/(1 + κ²/4) ≤ ln X/(X − 1) ≤ 1.

Both bounds tend to 1 as κ → 0. The inequality also shows that κ²/8 never underestimates the exact average.

## The Lean file

```lean
import Mathlib

open Matrix Filter Topology

namespace RandomPhaseGrowth

noncomputable section

/-- The Euclidean amplitude of a vector in the phase plane. -/
def amplitude (v : Fin 2 → ℝ) : ℝ := √(v 0 ^ 2 + v 1 ^ 2)

/-- The unit vector with phase `θ`. -/
def direction (θ : ℝ) : Fin 2 → ℝ := ![Real.cos θ, Real.sin θ]

/-- The shear of strength `κ` in the phase plane. -/
def shear (κ : ℝ) : Matrix (Fin 2) (Fin 2) ℝ := !![1, κ; 0, 1]

/-- The rotation of the phase plane through the angle `q`. -/
def rotation (q : ℝ) : Matrix (Fin 2) (Fin 2) ℝ :=
  !![Real.cos q, -Real.sin q; Real.sin q, Real.cos q]

/-- Phase-plane coordinates of the displacements `u₀`, `u₁` of two neighbouring atoms,
for host wave number `q`. -/
def phaseVector (q u₀ u₁ : ℝ) : Fin 2 → ℝ := ![u₁ * Real.cos q - u₀, u₁ * Real.sin q]

/-- The shear strength of a mass defect `δ` at frequency `ω`, for spring constant `K`
and host wave number `q`. -/
def defectStrength (K ω q δ : ℝ) : ℝ := -(δ * ω ^ 2) / (K * Real.sin q)

/-- The average over a uniformly distributed phase of the logarithmic stretch
produced by the transfer matrix `A`. -/
def growthRate (A : Matrix (Fin 2) (Fin 2) ℝ) : ℝ :=
  (2 * Real.pi)⁻¹ * ∫ θ in (0 : ℝ)..(2 * Real.pi), Real.log (amplitude (A *ᵥ direction θ))

/-- Newton's equation at a site of mass `m + δ` in a harmonic chain of host mass `m` advances the
phase vector by a shear followed by a rotation through the host wave number `q`, provided `K` and
`sin q` are nonzero. -/
theorem defect_step (K m δ ω q u₀ u₁ u₂ : ℝ) (hK : K ≠ 0) (hq : Real.sin q ≠ 0)
    (hdisp : m * ω ^ 2 = 2 * K * (1 - Real.cos q))
    (hmotion : -((m + δ) * ω ^ 2 * u₁) = K * (u₂ + u₀ - 2 * u₁)) :
    phaseVector q u₁ u₂ =
      rotation q *ᵥ (shear (defectStrength K ω q δ) *ᵥ phaseVector q u₀ u₁) := by
  have hκ : defectStrength K ω q δ * Real.sin q * K = -(δ * ω ^ 2) := by
    unfold defectStrength
    field_simp
  generalize defectStrength K ω q δ = κ at hκ ⊢
  -- solve the equation of motion for the next displacement
  have hu : u₂ = 2 * Real.cos q * u₁ - u₀ + κ * Real.sin q * u₁ := by
    apply mul_left_cancel₀ hK
    linear_combination -hmotion - u₁ * hdisp - u₁ * hκ
  ext i
  fin_cases i
  · simp [phaseVector, rotation, shear, Matrix.mulVec, dotProduct, Fin.sum_univ_two]
    linear_combination Real.cos q * hu + u₁ * Real.sin_sq_add_cos_sq q
  · simp [phaseVector, rotation, shear, Matrix.mulVec, dotProduct, Fin.sum_univ_two]
    linear_combination Real.sin q * hu

/-- A rotation of the phase plane leaves the amplitude unchanged. -/
theorem amplitude_rotation (q : ℝ) (v : Fin 2 → ℝ) :
    amplitude (rotation q *ᵥ v) = amplitude v := by
  unfold amplitude
  congr 1
  simp only [rotation, Matrix.mulVec, dotProduct, Fin.sum_univ_two, Matrix.of_apply,
    Matrix.cons_val_zero, Matrix.cons_val_one]
  linear_combination (v 0 ^ 2 + v 1 ^ 2) * Real.sin_sq_add_cos_sq q

lemma amplitude_apply (A : Matrix (Fin 2) (Fin 2) ℝ) (θ : ℝ) :
    amplitude (A *ᵥ direction θ) = √((A 0 0 * Real.cos θ + A 0 1 * Real.sin θ) ^ 2
      + (A 1 0 * Real.cos θ + A 1 1 * Real.sin θ) ^ 2) := by
  simp [amplitude, direction, Matrix.mulVec, dotProduct, Fin.sum_univ_two]

/-- For an invertible transfer matrix the logarithmic stretch is a continuous function
of the phase. -/
theorem continuous_log_stretch (A : Matrix (Fin 2) (Fin 2) ℝ) (hA : A.det ≠ 0) :
    Continuous fun θ => Real.log (amplitude (A *ᵥ direction θ)) := by
  simp_rw [amplitude_apply]
  refine Continuous.log (by fun_prop) fun θ => Real.sqrt_ne_zero'.mpr ?_
  by_contra hneg
  have hx : A 0 0 * Real.cos θ + A 0 1 * Real.sin θ = 0 := by
    apply pow_eq_zero_iff (two_ne_zero) |>.mp
    nlinarith [sq_nonneg (A 0 0 * Real.cos θ + A 0 1 * Real.sin θ),
      sq_nonneg (A 1 0 * Real.cos θ + A 1 1 * Real.sin θ)]
  have hy : A 1 0 * Real.cos θ + A 1 1 * Real.sin θ = 0 := by
    apply pow_eq_zero_iff (two_ne_zero) |>.mp
    nlinarith [sq_nonneg (A 0 0 * Real.cos θ + A 0 1 * Real.sin θ),
      sq_nonneg (A 1 0 * Real.cos θ + A 1 1 * Real.sin θ)]
  -- a unit vector in the kernel would force the determinant to vanish
  apply hA
  rw [Matrix.det_fin_two]
  linear_combination (Real.cos θ * A 1 1 - Real.sin θ * A 1 0) * hx
    + (Real.sin θ * A 0 0 - Real.cos θ * A 0 1) * hy
    - (A 0 0 * A 1 1 - A 0 1 * A 1 0) * Real.sin_sq_add_cos_sq θ

lemma log_circle (w : ℂ) (hw : ‖w‖ < 1) :
    (∀ θ, circleMap 0 1 θ - w ≠ 0) ∧
    (Continuous fun θ => Real.log ‖circleMap 0 1 θ - w‖) ∧
    ∫ θ in (0 : ℝ)..(2 * Real.pi), Real.log ‖circleMap 0 1 θ - w‖ = 0 := by
  have hne : ∀ θ, circleMap 0 1 θ - w ≠ 0 := by
    intro θ h
    have h1 : ‖circleMap 0 1 θ‖ = 1 := by simp
    rw [sub_eq_zero.mp h] at h1
    linarith
  refine ⟨hne, Continuous.log (((continuous_circleMap 0 1).sub continuous_const).norm)
    fun θ => norm_ne_zero_iff.mpr (hne θ), ?_⟩
  have h : (2 * Real.pi)⁻¹ • ∫ θ in (0 : ℝ)..(2 * Real.pi),
      Real.log ‖circleMap 0 1 θ - w‖ = Real.posLog ‖w‖ :=
    circleAverage_log_norm_sub_const_eq_posLog (a := w)
  have hp : Real.posLog ‖w‖ = 0 := by
    rw [Real.posLog_def]
    show max (0 : ℝ) (Real.log ‖w‖) = 0
    exact max_eq_left (Real.log_nonpos (norm_nonneg _) hw.le)
  rw [hp, smul_eq_mul] at h
  exact (mul_eq_zero.mp h).resolve_left (inv_ne_zero Real.two_pi_pos.ne')

lemma integral_log_stretch (a b c d : ℝ) (h : 0 < a * d - b * c) :
    ∫ θ in (0 : ℝ)..(2 * Real.pi), Real.log √((a * Real.cos θ + b * Real.sin θ) ^ 2
      + (c * Real.cos θ + d * Real.sin θ) ^ 2) = 2 * Real.pi *
      (1 / 2 * Real.log ((a ^ 2 + b ^ 2 + c ^ 2 + d ^ 2 + 2 * (a * d - b * c)) / 4)) := by
  obtain ⟨α, hαr, hαi⟩ : ∃ α : ℂ, α.re = (a + d) / 2 ∧ α.im = (c - b) / 2 :=
    ⟨⟨_, _⟩, rfl, rfl⟩
  obtain ⟨β, hβr, hβi⟩ : ∃ β : ℂ, β.re = (a - d) / 2 ∧ β.im = (c + b) / 2 :=
    ⟨⟨_, _⟩, rfl, rfl⟩
  have hα2 : ‖α‖ ^ 2 = (a ^ 2 + b ^ 2 + c ^ 2 + d ^ 2 + 2 * (a * d - b * c)) / 4 := by
    rw [Complex.sq_norm, Complex.normSq_apply, hαr, hαi]; ring
  have hβ2 : ‖β‖ ^ 2 = (a ^ 2 + b ^ 2 + c ^ 2 + d ^ 2 - 2 * (a * d - b * c)) / 4 := by
    rw [Complex.sq_norm, Complex.normSq_apply, hβr, hβi]; ring
  have hlt : ‖β‖ < ‖α‖ := lt_of_pow_lt_pow_left₀ 2 (norm_nonneg α) (by linarith)
  have hpos : 0 < ‖α‖ := lt_of_le_of_lt (norm_nonneg β) hlt
  have hα0 : α ≠ 0 := norm_pos_iff.mp hpos
  -- the two zeros of `α z² + β` lie inside the unit circle
  obtain ⟨w, hw⟩ := IsAlgClosed.exists_pow_nat_eq (-β / α) (n := 2) two_pos
  have hαw : α * w ^ 2 = -β := by rw [hw]; field_simp
  have hw2 : ‖w‖ ^ 2 < 1 := by
    rw [← norm_pow, hw, norm_div, norm_neg, div_lt_one hpos]; exact hlt
  have hw1 : ‖w‖ < 1 := by nlinarith [norm_nonneg w]
  obtain ⟨n1, c1, i1⟩ := log_circle w hw1
  obtain ⟨n2, c2, i2⟩ := log_circle (-w) (by rwa [norm_neg])
  have key : ∀ θ : ℝ, Real.log √((a * Real.cos θ + b * Real.sin θ) ^ 2
      + (c * Real.cos θ + d * Real.sin θ) ^ 2) = Real.log ‖α‖ +
      (Real.log ‖circleMap 0 1 θ - w‖ + Real.log ‖circleMap 0 1 θ - -w‖) := by
    intro θ
    have hr : (circleMap 0 1 θ).re = Real.cos θ := by
      simp [circleMap, Complex.exp_ofReal_mul_I_re]
    have hi : (circleMap 0 1 θ).im = Real.sin θ := by
      simp [circleMap, Complex.exp_ofReal_mul_I_im]
    have hz : ‖circleMap 0 1 θ‖ = 1 := by simp
    rw [← Real.log_mul (norm_ne_zero_iff.mpr (n1 θ)) (norm_ne_zero_iff.mpr (n2 θ)),
      ← Real.log_mul hpos.ne' (mul_ne_zero (norm_ne_zero_iff.mpr (n1 θ))
        (norm_ne_zero_iff.mpr (n2 θ))), ← norm_mul, ← norm_mul]
    generalize circleMap 0 1 θ = z at hr hi hz ⊢
    have hv : z * ⟨a * Real.cos θ + b * Real.sin θ, c * Real.cos θ + d * Real.sin θ⟩
        = α * (z * z) + β := by
      apply Complex.ext
      · simp only [Complex.mul_re, Complex.mul_im, Complex.add_re, hr, hi, hαr, hαi, hβr]
        linear_combination (a - d) / 2 * Real.sin_sq_add_cos_sq θ
      · simp only [Complex.mul_re, Complex.mul_im, Complex.add_im, hr, hi, hαr, hαi, hβi]
        linear_combination (c + b) / 2 * Real.sin_sq_add_cos_sq θ
    have hf : α * ((z - w) * (z - -w)) = α * (z * z) + β := by
      linear_combination -hαw
    rw [hf, ← hv, norm_mul, hz, one_mul]
    congr 1
    rw [← Real.sqrt_sq (norm_nonneg (Complex.mk _ _)), Complex.sq_norm, Complex.normSq_mk]
    congr 1
    ring
  have c12 : Continuous fun θ : ℝ =>
      Real.log ‖circleMap 0 1 θ - w‖ + Real.log ‖circleMap 0 1 θ - -w‖ := c1.add c2
  simp_rw [key]
  rw [intervalIntegral.integral_add (continuous_const.intervalIntegrable _ _)
    (c12.intervalIntegrable _ _), intervalIntegral.integral_add
    (c1.intervalIntegrable _ _) (c2.intervalIntegrable _ _), i1, i2,
    intervalIntegral.integral_const, ← hα2, Real.log_pow, smul_eq_mul]
  push_cast
  ring

/-- The random-phase growth rate of any invertible real transfer matrix, in terms of
the sum of its squared entries and its determinant. -/
theorem growthRate_eq (A : Matrix (Fin 2) (Fin 2) ℝ) (hA : A.det ≠ 0) :
    growthRate A = 1 / 2 * Real.log ((∑ i, ∑ j, A i j ^ 2 + 2 * |A.det|) / 4) := by
  unfold growthRate
  simp_rw [amplitude_apply]
  rw [inv_mul_eq_iff_eq_mul₀ Real.two_pi_pos.ne']
  simp only [Fin.sum_univ_two]
  rw [Matrix.det_fin_two] at hA ⊢
  rcases lt_or_gt_of_ne hA with h | h
  · -- a reflection reverses the sign of the determinant and keeps all amplitudes
    have := integral_log_stretch (A 0 0) (A 0 1) (-A 1 0) (-A 1 1) (by linarith)
    rw [abs_of_neg h]
    convert this using 5 <;> ring
  · rw [abs_of_pos h, integral_log_stretch _ _ _ _ h]
    congr 4
    ring

/-- The random-phase growth rate of a shear of strength `κ` is `(1/2) ln (1 + κ²/4)`. -/
theorem growthRate_shear (κ : ℝ) :
    growthRate (shear κ) = 1 / 2 * Real.log (1 + κ ^ 2 / 4) := by
  have hdet : (shear κ).det = 1 := by simp [shear, Matrix.det_fin_two]
  rw [growthRate_eq _ (by rw [hdet]; exact one_ne_zero), hdet]
  congr 2
  simp [shear, Fin.sum_univ_two]
  ring

/-- The ratio of the random-phase growth rate of the shear to `κ²/8` tends to one as the shear
strength `κ` tends to zero. -/
theorem matsuda_ishii_limit :
    Tendsto (fun κ : ℝ => growthRate (shear κ) / (κ ^ 2 / 8)) (𝓝[≠] 0) (𝓝 1) := by
  simp_rw [growthRate_shear]
  have hlow : Tendsto (fun κ : ℝ => (1 + κ ^ 2 / 4)⁻¹) (𝓝[≠] 0) (𝓝 1) := by
    have hc : Continuous fun κ : ℝ => (1 + κ ^ 2 / 4)⁻¹ :=
      Continuous.inv₀ (by fun_prop) fun κ => by positivity
    have h0 := hc.tendsto 0
    norm_num at h0
    exact h0.mono_left nhdsWithin_le_nhds
  -- squeeze with `1 - 1/x ≤ ln x ≤ x - 1`
  refine tendsto_of_tendsto_of_tendsto_of_le_of_le' hlow tendsto_const_nhds ?_ ?_
  · filter_upwards [self_mem_nhdsWithin] with κ hκ
    have hk : κ ≠ 0 := hκ
    have hp : 0 < 1 + κ ^ 2 / 4 := by positivity
    have h1 := Real.one_sub_inv_le_log_of_pos hp
    have h2 := inv_mul_cancel₀ hp.ne'
    rw [le_div_iff₀ (by positivity)]
    generalize (1 + κ ^ 2 / 4)⁻¹ = r at h1 h2 ⊢
    linarith
  · filter_upwards [self_mem_nhdsWithin] with κ hκ
    have hk : κ ≠ 0 := hκ
    have hp : 0 < 1 + κ ^ 2 / 4 := by positivity
    have h1 := Real.log_le_sub_one_of_pos hp
    rw [div_le_one (by positivity)]
    linarith

end

end RandomPhaseGrowth
```

```lean
#print axioms RandomPhaseGrowth.defect_step
-- 'RandomPhaseGrowth.defect_step' depends on axioms: [propext, Classical.choice, Quot.sound]
#print axioms RandomPhaseGrowth.amplitude_rotation
-- 'RandomPhaseGrowth.amplitude_rotation' depends on axioms: [propext, Classical.choice, Quot.sound]
#print axioms RandomPhaseGrowth.continuous_log_stretch
-- 'RandomPhaseGrowth.continuous_log_stretch' depends on axioms: [propext, Classical.choice, Quot.sound]
#print axioms RandomPhaseGrowth.matsuda_ishii_limit
-- 'RandomPhaseGrowth.matsuda_ishii_limit' depends on axioms: [propext, Classical.choice, Quot.sound]
```

## Physical quantities in the Lean statements

Vectors in the phase plane have type `Fin 2 → ℝ`, with components numbered 0 and 1. `amplitude` is their Euclidean norm, and `direction θ` is the unit vector at phase θ. `phaseVector q u₀ u₁` holds the coordinates (x, y), and `defectStrength K ω q δ` is κ, including its minus sign. `growthRate A` is the integral of the logarithmic stretch over [0, 2π], divided by 2π.

`defect_step` states the shear-rotation factorisation. Its hypotheses `hmotion` and `hdisp` are Newton's equation at the defect and the host dispersion relation; `hK` and `hq` require K and sin q to be nonzero. A real q places the frequency within the host band for positive K and m, and sin q ≠ 0 excludes the band edges. `amplitude_rotation` states that the rotation preserves the norm.

`growthRate_eq` is the general formula under `A.det ≠ 0`. `growthRate_shear` covers every real κ, including zero. In `matsuda_ishii_limit`, the filter `𝓝[≠] 0` means that κ approaches zero without taking that value.

## From the derivation to the proof

In `defect_step`, `field_simp` clears the denominator in κ. Cancelling K yields the formula for u₂, and `linear_combination` checks the two coordinates, the first with the help of sin² q + cos² q = 1.

`continuous_log_stretch` shows that the integrand is continuous when det A ≠ 0: if the image of a unit vector vanished, the determinant would vanish too. The average is therefore an ordinary integral of a continuous function.

`log_circle` supplies the zero averages. Instead of the power series, it uses Mathlib's theorem that the circle average of ln |z − w| is max(0, ln |w|) for w ≠ 0, with value 0 at w = 0. It also records that the factor never vanishes and that its logarithm is continuous.

`integral_log_stretch` carries out the calculation for D > 0. It defines α and β by their real and imaginary parts, compares their norms, and obtains w from the existence of complex square roots. Within `key`, the identity `hv` is zv = αz² + β and `hf` is the factorisation; together they split the logarithm into three terms. Integrating these leaves 2π ln |α|.

`growthRate_eq` separates the two signs of the determinant and applies the reflection to the negative case. `growthRate_shear` inserts the matrix entries, and `matsuda_ishii_limit` squeezes the ratio between the two bounds above.

## One defect, not a long disordered chain

The uniform phase is built into the definition of `growthRate`. Physically, it stands for a standing wave on the side of the defect where the step starts, with no preferred value of its phase. In an actual chain the phase distribution is produced by the preceding sites, and it need not be uniform.

The name Matsuda-Ishii, which appears in the identifier `matsuda_ishii_limit`, is associated with the exponential growth of vibration amplitudes along a long, randomly disordered chain, and hence with localisation lengths. The theorems here concern the mean stretch at one defect of given strength. They establish neither the convergence of the growth rate along a chain nor the approach of its phases to a uniform distribution, and they contain no average over random masses.

The results are also statements about exact real numbers. A code's finite phase sample and floating-point rounding need their own error estimates.
